# A dipole transition with ΔL = 0 in a two-electron atom, from p∧p to p∧s

Helium has a doubly excited state 2p² ³P that can emit a photon and drop to 1s2p ³P. The total orbital angular momentum is L = 1 before and after, although the electron that jumps obeys Δl = ±1. How does the dipole operator connect two states of equal L?

## Orbitals and operators

Orbitals are vectors in $\mathbb C^4$ with orthonormal basis $s,x,y,z$ (indices 0 to 3). Write $p_a$ for the p orbital with components $a\in\mathbb C^3$.

```lean
import Mathlib

open Matrix

namespace TwoElectronDipole

noncomputable section

/-- The s orbital in the basis s, x, y, z. -/
def sOrb : Fin 4 → ℂ := ![1, 0, 0, 0]

/-- The p orbital with Cartesian components `a`. -/
def pOrb (a : Fin 3 → ℂ) : Fin 4 → ℂ := ![0, a 0, a 1, a 2]
```

With $\hbar=1$, `angMom n` is $L_n$, the angular momentum along $n$, and `dipole e` is $D_e$, for polarisation $e$. The radial integral and the common angular constant are set to 1.

```lean
/-- The component along `n` of the orbital angular momentum of one electron:
spin-one generators on x, y, z and zero on s. -/
def angMom (n : Fin 3 → ℂ) : Matrix (Fin 4) (Fin 4) ℂ :=
  !![0, 0, 0, 0;
     0, 0, -(Complex.I * n 2), Complex.I * n 1;
     0, Complex.I * n 2, 0, -(Complex.I * n 0);
     0, -(Complex.I * n 1), Complex.I * n 0, 0]

/-- The angular part of the one-electron dipole operator with polarisation components `e`. -/
def dipole (e : Fin 3 → ℂ) : Matrix (Fin 4) (Fin 4) ℂ :=
  !![0, e 0, e 1, e 2;
     e 0, 0, 0, 0;
     e 1, 0, 0, 0;
     e 2, 0, 0, 0]

/-- The square of the orbital angular momentum of one electron. -/
def orbitalL2 : Matrix (Fin 4) (Fin 4) ℂ :=
  angMom ![1, 0, 0] * angMom ![1, 0, 0] + angMom ![0, 1, 0] * angMom ![0, 1, 0]
    + angMom ![0, 0, 1] * angMom ![0, 0, 1]
```

A two-electron state is a matrix of amplitudes, and $a\wedge b$ has entries $a_ib_j-a_jb_i$. This antisymmetric spatial part belongs to a spin triplet; spin itself is not modelled. A one-electron operator $A$ acts on both electrons as $A\psi+\psi A^{T}$, and `totalL2` sums the squares of the three total components. The factor ½ in `overlap` gives $a\wedge b$ norm 1 for orthonormal $a,b$.

```lean
/-- The antisymmetric two-electron amplitude built from the orbitals `a` and `b`. -/
def wedge (a b : Fin 4 → ℂ) : Matrix (Fin 4) (Fin 4) ℂ :=
  Matrix.of fun i j => a i * b j - a j * b i

/-- The sum over both electrons of the one-electron operator `A`, acting on the amplitude `ψ`. -/
def oneBody (A ψ : Matrix (Fin 4) (Fin 4) ℂ) : Matrix (Fin 4) (Fin 4) ℂ :=
  A * ψ + ψ * Aᵀ

/-- The square of the total orbital angular momentum of two electrons. -/
def totalL2 (ψ : Matrix (Fin 4) (Fin 4) ℂ) : Matrix (Fin 4) (Fin 4) ℂ :=
  oneBody (angMom ![1, 0, 0]) (oneBody (angMom ![1, 0, 0]) ψ)
    + oneBody (angMom ![0, 1, 0]) (oneBody (angMom ![0, 1, 0]) ψ)
    + oneBody (angMom ![0, 0, 1]) (oneBody (angMom ![0, 0, 1]) ψ)

/-- The inner product of two-electron amplitudes, with the factor 1/2 for antisymmetric pairs. -/
def overlap (φ ψ : Matrix (Fin 4) (Fin 4) ℂ) : ℂ :=
  (1 / 2) * ∑ i, ∑ j, star (φ i j) * ψ i j
```

## (a) The product rule

Show that a one-body operator changes one orbital at a time.

Since $a\wedge b=ab^T-ba^T$, the two terms of $A\psi+\psi A^T$ combine to $(Aa)\wedge b+a\wedge(Ab)$. Lean expands the sums entrywise, and `ring` compares them.

```lean
/-- A one-body operator acts on a two-electron wedge by changing one orbital at a time. -/
theorem oneBody_wedge (A : Matrix (Fin 4) (Fin 4) ℂ) (a b : Fin 4 → ℂ) :
    oneBody A (wedge a b) = wedge (A *ᵥ a) b + wedge a (A *ᵥ b) := by
  ext i j
  simp only [oneBody, wedge, Matrix.add_apply, Matrix.mul_apply, Matrix.transpose_apply,
    Matrix.of_apply, Matrix.mulVec, dotProduct, Fin.sum_univ_four]
  ring
```

## (b) Commutators of the generators

Show that $[L_n,L_m]=iL_{n\times m}$.

All generators kill $s$. The matrix gives $L_np_a=p_{i\,n\times a}$, so on $p_a$ the commutator produces $-[n\times(m\times a)-m\times(n\times a)]=-(n\times m)\times a$, which is the action of $iL_{n\times m}$. Lean checks the sixteen entries.

```lean
/-- The components of `angMom` obey the angular momentum commutation relations. -/
theorem angMom_commutator (n m : Fin 3 → ℂ) :
    angMom n * angMom m - angMom m * angMom n = Complex.I • angMom (n ⨯₃ m) := by
  ext i j
  fin_cases i <;> fin_cases j <;>
    simp [angMom, cross_apply] <;>
    ring
```

## (c) The dipole is a vector operator

Show that $[L_n,D_e]=iD_{n\times e}$.

Here $D_es=p_e$ and $D_ep_a=(e\cdot a)s$, with no conjugation in the dot product. On $s$ the commutator gives $L_np_e=i\,p_{n\times e}$. On $p_a$ it gives $-i\,e\cdot(n\times a)\,s=i\,(n\times e)\cdot a\,s$. The check is again entry by entry.

```lean
/-- The dipole operator obeys the commutation relations of a vector operator with the angular
momentum. -/
theorem dipole_is_vector (n e : Fin 3 → ℂ) :
    angMom n * dipole e - dipole e * angMom n = Complex.I • dipole (n ⨯₃ e) := by
  ext i j
  fin_cases i <;> fin_cases j <;>
    simp [angMom, dipole, cross_apply] <;>
    ring
```

## (d) Rotating a p orbital

Verify $L_np_a=p_{i\,n\times a}$.

The $x$ component is $-in_2a_1+in_1a_2=i(n\times a)_0$; the others follow cyclically.

```lean
/-- The angular momentum along `n` takes the p orbital `a` to the p orbital `i n × a`. -/
theorem angMom_pOrb (n a : Fin 3 → ℂ) :
    angMom n *ᵥ pOrb a = pOrb (Complex.I • (n ⨯₃ a)) := by
  ext i
  fin_cases i <;>
    simp [angMom, pOrb, cross_apply, Matrix.mulVec, dotProduct, Fin.sum_univ_succ] <;>
    ring
```

## (e) Both families have L = 1

Show that $L^2\psi=2\psi$ for $p_a\wedge p_b$ and for $p_a\wedge s$.

By (a) and the Jacobi identity, $L_n$ acts on $p_a\wedge p_b$ as $c\mapsto i\,n\times c$ acts on $c=a\times b$. Summing over the axes $e_k$,
$$-\sum_k e_k\times(e_k\times c)=3c-c=2c.$$
In $p_a\wedge s$ only $a$ rotates, with the same result. Since $2=L(L+1)$, every nonzero such state has $L=1$. In the limiting case of parallel $a$ and $b$, the wedge $p_a\wedge p_b$ is zero, as the Pauli principle requires.

Lean moves the generators onto the orbitals using (a), (d) and linearity (`hadd`), then compares entries instead of using Jacobi.

```lean
/-- Every wedge of two p orbitals, and every wedge of a p orbital with the s orbital, satisfies
`L² ψ = 2 ψ` for the total angular momentum. -/
theorem totalL2_eq_two (a b : Fin 3 → ℂ) :
    totalL2 (wedge (pOrb a) (pOrb b)) = (2 : ℂ) • wedge (pOrb a) (pOrb b) ∧
      totalL2 (wedge (pOrb a) sOrb) = (2 : ℂ) • wedge (pOrb a) sOrb := by
  have hadd : ∀ A φ ψ : Matrix (Fin 4) (Fin 4) ℂ,
      oneBody A (φ + ψ) = oneBody A φ + oneBody A ψ := by
    intro A φ ψ
    simp only [oneBody, Matrix.mul_add, Matrix.add_mul]
    abel
  have hs : ∀ n : Fin 3 → ℂ, angMom n *ᵥ sOrb = 0 := by
    intro n
    ext i
    fin_cases i <;> simp [angMom, sOrb, Matrix.mulVec, dotProduct, Fin.sum_univ_succ]
  -- the generators are moved onto the orbitals before entries are compared
  constructor
  · simp only [totalL2, oneBody_wedge, hadd, angMom_pOrb]
    ext i j
    fin_cases i <;> fin_cases j <;> simp [wedge, pOrb, cross_apply] <;>
      (ring_nf; simp only [Complex.I_sq]; ring)
  · simp only [totalL2, oneBody_wedge, hadd, angMom_pOrb, hs, Matrix.mulVec_zero]
    ext i j
    fin_cases i <;> fin_cases j <;> simp [wedge, pOrb, sOrb, cross_apply] <;>
      (ring_nf; simp only [Complex.I_sq]; ring)
```

## (f) The angular factor

Find $D_e(p_a\wedge p_b)$.

The product rule gives
$$(e\cdot a)\,s\wedge p_b+(e\cdot b)\,p_a\wedge s=p_{(e\cdot b)a-(e\cdot a)b}\wedge s=p_{e\times(a\times b)}\wedge s.$$
The same argument by hand gives the reverse transition, $D_e(p_c\wedge s)=p_c\wedge p_e$.

```lean
/-- The two-electron dipole along `e` takes the wedge of p orbitals `a` and `b` to the wedge of
the p orbital `e × (a × b)` with the s orbital. -/
theorem dipole_pp (e a b : Fin 3 → ℂ) :
    oneBody (dipole e) (wedge (pOrb a) (pOrb b))
      = wedge (pOrb (e ⨯₃ (a ⨯₃ b))) sOrb := by
  -- one orbital at a time is moved from p to s
  rw [oneBody_wedge]
  ext i j
  fin_cases i <;> fin_cases j <;>
    simp [dipole, wedge, pOrb, sOrb, cross_apply, Matrix.mulVec, dotProduct,
      Fin.sum_univ_succ] <;>
    ring
```

## (g) A dark polarisation

Show that, in this s–p model, the dipole along $a\times b$ annihilates $p_a\wedge p_b$. Transitions to d orbitals, which the same light could drive in a real atom, are left out.

Put $e=a\times b$ in (f): the cross product of a vector with itself is zero.

```lean
/-- The dipole polarised along `a × b` annihilates the wedge of the p orbitals `a` and `b`. -/
theorem dipole_pp_parallel (a b : Fin 3 → ℂ) :
    oneBody (dipole (a ⨯₃ b)) (wedge (pOrb a) (pOrb b)) = 0 := by
  rw [dipole_pp, cross_self]
  ext i j
  fin_cases i <;> fin_cases j <;> simp [wedge, pOrb, sOrb]
```

## (h) An allowed transition with ΔL = 0

Find the amplitude from $x\wedge z$ to $x\wedge s$ under $D_z$.

Both have $L^2=2$ by (e). Since $z\times(x\times z)=x$, (f) gives exactly $x\wedge s$, so the amplitude is $\tfrac12(1+1)=1$. The selection rule for total $L$ therefore differs from the one-electron rule, which forbids Δl = 0.

```lean
/-- The states x ∧ z and x ∧ s both have total `L² = 2`, and the two-electron dipole along z
takes the first to the second with transition amplitude 1. -/
theorem deltaL_zero_allowed :
    totalL2 (wedge (pOrb ![1, 0, 0]) (pOrb ![0, 0, 1]))
        = (2 : ℂ) • wedge (pOrb ![1, 0, 0]) (pOrb ![0, 0, 1]) ∧
      totalL2 (wedge (pOrb ![1, 0, 0]) sOrb) = (2 : ℂ) • wedge (pOrb ![1, 0, 0]) sOrb ∧
      oneBody (dipole ![0, 0, 1]) (wedge (pOrb ![1, 0, 0]) (pOrb ![0, 0, 1]))
        = wedge (pOrb ![1, 0, 0]) sOrb ∧
      overlap (wedge (pOrb ![1, 0, 0]) sOrb)
        (oneBody (dipole ![0, 0, 1]) (wedge (pOrb ![1, 0, 0]) (pOrb ![0, 0, 1]))) = 1 := by
  have h : oneBody (dipole ![0, 0, 1]) (wedge (pOrb ![1, 0, 0]) (pOrb ![0, 0, 1]))
      = wedge (pOrb ![1, 0, 0]) sOrb := by
    rw [dipole_pp]
    -- z × (x × z) = x
    congr 2
    ext i
    fin_cases i <;> simp [cross_apply]
  refine ⟨(totalL2_eq_two _ _).1, (totalL2_eq_two _ 0).2, h, ?_⟩
  rw [h]
  simp [overlap, wedge, pOrb, sOrb, Fin.sum_univ_succ] <;> norm_num
```

## (i) One-electron L²

Compute $L^2$ for a single electron.

It is 0 on $s$, and the sum in (e) gives 2 on each p orbital.

```lean
/-- The one-electron `L²` is diagonal, with value 0 on s and 2 on x, y, z. -/
theorem orbitalL2_eq : orbitalL2 = Matrix.diagonal ![0, 2, 2, 2] := by
  ext i j
  fin_cases i <;> fin_cases j <;>
    simp [orbitalL2, angMom, Matrix.mul_apply, Fin.sum_univ_succ, Matrix.diagonal] <;>
    norm_num
```

## (j) The one-electron contrast

Show that $\langle u|D_e|v\rangle=0$ if $L^2u=cu$ and $L^2v=cv$.

If $c=0$, (i) makes both vectors multiples of $s$; if $c\neq0$, neither has an $s$ component. $D_e$ exchanges s and p, so the amplitude vanishes. In Lean, `key` supplies this dichotomy.

For one electron $l$ fixes the parity. For two electrons the total $L$ does not: $p\wedge p$ is even and $p\wedge s$ is odd, both with $L=1$.

```lean
/-- For one electron, the dipole amplitude between two states with the same value of `L²`
is zero. -/
theorem one_electron_forbidden (e : Fin 3 → ℂ) (u v : Fin 4 → ℂ) (c : ℂ)
    (hu : orbitalL2 *ᵥ u = c • u) (hv : orbitalL2 *ᵥ v = c • v) :
    star u ⬝ᵥ (dipole e *ᵥ v) = 0 := by
  -- an eigenvector is either purely p or purely s, as decided by c
  have key : ∀ w : Fin 4 → ℂ, orbitalL2 *ᵥ w = c • w →
      (c = 0 → w 1 = 0 ∧ w 2 = 0 ∧ w 3 = 0) ∧ (c ≠ 0 → w 0 = 0) := by
    intro w hw
    have h : ∀ i, (![0, 2, 2, 2] : Fin 4 → ℂ) i * w i = c * w i := by
      intro i
      have hi := congrFun hw i
      rw [orbitalL2_eq, Matrix.mulVec_diagonal] at hi
      exact hi
    have h0 : (0 : ℂ) * w 0 = c * w 0 := h 0
    have h1 : (2 : ℂ) * w 1 = c * w 1 := h 1
    have h2 : (2 : ℂ) * w 2 = c * w 2 := h 2
    have h3 : (2 : ℂ) * w 3 = c * w 3 := h 3
    constructor
    · intro hc
      rw [hc] at h1 h2 h3
      exact ⟨by linear_combination h1 / 2, by linear_combination h2 / 2,
        by linear_combination h3 / 2⟩
    · intro hc
      have h4 : c * w 0 = 0 := by linear_combination -h0
      exact (mul_eq_zero.mp h4).resolve_left hc
  by_cases hc : c = 0
  · obtain ⟨u1, u2, u3⟩ := (key u hu).1 hc
    obtain ⟨v1, v2, v3⟩ := (key v hv).1 hc
    simp [dipole, Matrix.mulVec, dotProduct, Fin.sum_univ_four, u1, u2, u3, v1, v2, v3]
  · have u0 := (key u hu).2 hc
    have v0 := (key v hv).2 hc
    simp [dipole, Matrix.mulVec, dotProduct, Fin.sum_univ_four, u0, v0]

end

end TwoElectronDipole
```

```lean
#print axioms TwoElectronDipole.dipole_is_vector
-- 'TwoElectronDipole.dipole_is_vector' depends on axioms: [propext, Classical.choice, Quot.sound]
#print axioms TwoElectronDipole.dipole_pp_parallel
-- 'TwoElectronDipole.dipole_pp_parallel' depends on axioms: [propext, Classical.choice, Quot.sound]
#print axioms TwoElectronDipole.deltaL_zero_allowed
-- 'TwoElectronDipole.deltaL_zero_allowed' depends on axioms: [propext, Classical.choice, Quot.sound]
#print axioms TwoElectronDipole.one_electron_forbidden
-- 'TwoElectronDipole.one_electron_forbidden' depends on axioms: [propext, Classical.choice, Quot.sound]
```
